# One-axis twisting turns J₊ into J₊ exp(it(2Jz + 1)) when [Jz, J₊] = J₊

Let Jz and J₊ be complex square matrices of the same finite size with [Jz, J₊] = Jz J₊ − J₊ Jz = J₊. Then for every real t

exp(it Jz²) J₊ exp(−it Jz²) = J₊ exp(it(2Jz + 1)).

The left side is the raising operator in the Heisenberg picture after evolution under the one-axis twisting Hamiltonian χJz², with ħ = 1 and t equal to χ times the physical time. The commutator condition says that J₊ raises the spin component Jz by one unit. An ordinary rotation about the z axis by an angle φ, taken in the same picture as exp(iφJz) J₊ exp(−iφJz), multiplies J₊ by the number exp(iφ). Here the number is replaced by an operator, with t(2Jz + 1) in the place of the angle, so the rotation depends on the spin component itself.

## Phases for a twisting propagator

In simulations of spin squeezing, the identity gives the twisted raising operator without a product of three matrices, provided that the evolution is generated by Jz² alone, with no drive, loss or dephasing. In the usual basis of Jz eigenstates labelled by m, the matrix element of J₊ that leads from m to m + 1 is multiplied by

exp(it(2m + 1)).

A code that stores J₊ as a single off-diagonal can therefore update it by one phase per element. The same phases provide a reference for a general-purpose propagator: switch off every term except the twisting, evolve J₊, and compare element by element.

Two conventions matter in such a comparison. The value of m in the phase belongs to the state on which J₊ acts, because the exponential stands to the right of J₊. If the exponential is moved to the left, it becomes exp(it(2Jz − 1)). Also, the sign of t is that of Heisenberg evolution, with exp(+it Jz²) on the left; evolving a density matrix uses the opposite sign.

## Moving J₊ through the exponential

It costs nothing to treat a general matrix X that changes Jz by a complex number q, so that [Jz, X] = qX. Written out, this condition is

Jz X = X Jz + qX = X (Jz + q),

where q next to a matrix stands for q times the identity. Moving X to the left thus shifts Jz by q. Applying the rule twice gives

Jz² X = Jz X (Jz + q) = X (Jz + q)².

Now put A = it Jz² and B = it (Jz + q)². The last equation says that A X = X B. By repetition, Aᵏ X = X Bᵏ for every k = 0, 1, 2, …. Dividing by k! and summing over k gives

exp(A) X = X exp(B).

Multiplying on the right by exp(−it Jz²) yields

exp(it Jz²) X exp(−it Jz²) = X exp(it (Jz + q)²) exp(−it Jz²).

The two exponents on the right are polynomials in the same matrix Jz, so they commute and the exponentials combine into one. The quadratic terms cancel:

(Jz + q)² − Jz² = 2q Jz + q².

The result is

exp(it Jz²) X exp(−it Jz²) = X exp(it(2q Jz + q²)).

For q = 1 and X = J₊ this is the identity at the top. For q = −1 it gives the lowering operator J₋, which evolves into J₋ exp(it(1 − 2Jz)).

The ordinary rotation follows in the same way, with Jz in place of Jz²:

exp(iφJz) J₊ exp(−iφJz) = J₊ exp(iφ(Jz + 1)) exp(−iφJz) = exp(iφ) J₊.

To see the phase on a single state, let Jz v = m v. Then it(2Jz + 1) v = it(2m + 1) v. Each power of the matrix acts on v as the same power of the number, so the exponential series gives

J₊ exp(it(2Jz + 1)) v = exp(it(2m + 1)) J₊ v.

Spin 1 is the smallest spin for which the effect is visible. For spin one half, Jz² is one quarter of the identity and twisting does nothing, in agreement with 2m + 1 = 0 at m = −1/2. For spin 1, with the basis ordered as m = 1, 0, −1, the raising operator has two non-zero elements, both equal to √2. The one that starts from m = 0 acquires exp(it), and the one that starts from m = −1 acquires exp(−it).

## Pauli matrices without the factor one half

The normalisation of Jz enters through the commutator. Suppose that a code passes σz = diag(1, −1) as Jz, together with σ₊, whose only non-zero element is a 1 in the upper right corner. Then

[σz, σ₊] = 2σ₊,

and the hypothesis fails. Since σz² is the identity, the left side of the identity is σ₊ for all t. On the right side, σ₊ acts only on the state with σz = −1, which gives

σ₊ exp(it(2σz + 1)) = exp(−it) σ₊.

The two sides differ unless t is a multiple of 2π. The general formula with q = 2 remains correct: its exponent it(4σz + 4) vanishes on the state with σz = −1.

## The Lean file

```lean
import Mathlib

open Matrix NormedSpace

namespace OneAxisTwisting

noncomputable section

variable {n : Type*} [Fintype n] [DecidableEq n]

/-- The operator `X` in the Heisenberg picture after one-axis twisting for the
(dimensionless) time `t`: `exp(it Jz²) X exp(-it Jz²)`. -/
def twisted (t : ℝ) (Jz X : Matrix n n ℂ) : Matrix n n ℂ :=
  exp ((Complex.I * t) • Jz ^ 2) * X * exp (-((Complex.I * t) • Jz ^ 2))

/-- The exponential series of a matrix converges to its exponential. -/
theorem hasSum_exp (A : Matrix n n ℂ) :
    HasSum (fun k : ℕ => ((k.factorial : ℂ)⁻¹) • A ^ k) (exp A) := by
  have hs : Summable (fun k : ℕ => ((k.factorial : ℂ)⁻¹) • A ^ k) := by
    let _ : NormedRing (Matrix n n ℂ) := Matrix.linftyOpNormedRing
    let _ : NormedAlgebra ℂ (Matrix n n ℂ) := Matrix.linftyOpNormedAlgebra
    exact expSeries_summable' (𝕂 := ℂ) A
  rw [congrFun (exp_eq_tsum (𝕂 := ℂ)) A]
  exact hs.hasSum

/-- If `X` intertwines two generators, `A X = X B`, then it intertwines their exponentials. -/
theorem exp_intertwine {A B X : Matrix n n ℂ} (h : A * X = X * B) :
    exp A * X = X * exp B := by
  -- X intertwines every power, hence the two series term by term
  have hk : ∀ k : ℕ, X * B ^ k = A ^ k * X := fun k =>
    ((show SemiconjBy X B A from h.symm).pow_right k).eq
  have hl : HasSum (fun k : ℕ => (((k.factorial : ℂ)⁻¹) • A ^ k) * X) (exp A * X) :=
    (hasSum_exp A).mul_right X
  have hr : HasSum (fun k : ℕ => X * (((k.factorial : ℂ)⁻¹) • B ^ k)) (X * exp B) :=
    (hasSum_exp B).mul_left X
  simp only [smul_mul_assoc] at hl
  simp only [mul_smul_comm, hk] at hr
  exact hl.unique hr

/-- The exponential of a diagonal matrix is the diagonal matrix of the exponentials. -/
theorem exp_of_diagonal (d : n → ℂ) :
    exp (diagonal d) = diagonal (fun i => Complex.exp (d i)) := by
  have hd : HasSum (fun (k : ℕ) (i : n) => ((k.factorial : ℂ)⁻¹) • d i ^ k)
      (fun i => Complex.exp (d i)) := by
    refine Pi.hasSum.mpr fun i => ?_
    rw [Complex.exp_eq_exp_ℂ, congrFun (exp_eq_tsum (𝕂 := ℂ)) (d i)]
    exact (expSeries_summable' (𝕂 := ℂ) (d i)).hasSum
  have e : (fun k : ℕ => ((k.factorial : ℂ)⁻¹) • (diagonal d) ^ k)
      = fun k : ℕ => diagonal (fun i => ((k.factorial : ℂ)⁻¹) • d i ^ k) := by
    funext k
    ext i j
    by_cases hij : i = j
    · subst hij
      simp [Matrix.diagonal_pow]
    · simp [Matrix.diagonal_pow, hij]
  have hs := hasSum_exp (diagonal d)
  rw [e] at hs
  exact hs.unique hd.matrix_diagonal

/-- The exponential of a multiple of the identity is the scalar exponential times the identity. -/
theorem exp_scalar (c : ℂ) :
    exp (c • (1 : Matrix n n ℂ)) = Complex.exp c • (1 : Matrix n n ℂ) := by
  have e : c • (1 : Matrix n n ℂ) = diagonal (fun _ => c) := by
    ext i j
    simp [Matrix.diagonal_apply, Matrix.one_apply]
  rw [e, exp_of_diagonal]
  ext i j
  by_cases hij : i = j <;> simp [hij]

/-- An operator that changes `Jz` by `q`, `[Jz, X] = q X`, evolves under one-axis twisting
into `X exp(it(2q Jz + q²))`. -/
theorem twisted_of_shift (t : ℝ) (q : ℂ) {Jz X : Matrix n n ℂ}
    (h : Jz * X - X * Jz = q • X) :
    twisted t Jz X =
      X * exp ((Complex.I * t) • ((2 * q) • Jz + q ^ 2 • (1 : Matrix n n ℂ))) := by
  -- moving X to the left shifts Jz by q
  have hX : Jz * X = X * (Jz + q • 1) := by
    rw [mul_add, mul_smul_comm, mul_one, ← h]
    abel
  have hsq : Jz ^ 2 * X = X * (Jz + q • 1) ^ 2 := by
    rw [pow_two, pow_two, mul_assoc, hX, ← mul_assoc, hX, mul_assoc]
  have hint : ((Complex.I * t) • Jz ^ 2) * X
      = X * ((Complex.I * t) • (Jz + q • 1) ^ 2) := by
    rw [smul_mul_assoc, mul_smul_comm, hsq]
  have h0 : Commute (Jz + q • 1) Jz :=
    (Commute.refl Jz).add_left ((Commute.one_left Jz).smul_left q)
  have hcomm : Commute ((Complex.I * t) • (Jz + q • 1) ^ 2)
      (-((Complex.I * t) • Jz ^ 2)) :=
    (((h0.pow_pow 2 2).smul_left _).smul_right _).neg_right
  -- the quadratic terms cancel in the exponent
  have hexp : (Jz + q • 1) ^ 2
      = Jz ^ 2 + ((2 * q) • Jz + q ^ 2 • (1 : Matrix n n ℂ)) := by
    simp only [pow_two, mul_add, add_mul, smul_mul_assoc, mul_smul_comm, mul_one, one_mul]
    module
  have hsum : (Complex.I * t) • (Jz + q • 1) ^ 2 + -((Complex.I * t) • Jz ^ 2)
      = (Complex.I * t) • ((2 * q) • Jz + q ^ 2 • (1 : Matrix n n ℂ)) := by
    rw [hexp]
    module
  unfold twisted
  rw [exp_intertwine hint, mul_assoc, ← Matrix.exp_add_of_commute _ _ hcomm, hsum]

/-- One-axis twisting of the raising operator:
`exp(it Jz²) J₊ exp(-it Jz²) = J₊ exp(it(2Jz + 1))`. -/
theorem twisted_raising (t : ℝ) {Jz Jp : Matrix n n ℂ} (h : Jz * Jp - Jp * Jz = Jp) :
    twisted t Jz Jp = Jp * exp ((Complex.I * t) • ((2 : ℂ) • Jz + 1)) := by
  have key := twisted_of_shift t 1 (Jz := Jz) (X := Jp) (by rw [one_smul]; exact h)
  have e : (2 * 1 : ℂ) • Jz + (1 : ℂ) ^ 2 • (1 : Matrix n n ℂ) = (2 : ℂ) • Jz + 1 := by
    module
  rwa [e] at key


/-- An ordinary rotation about the z axis by the angle `φ` multiplies the raising operator
by the phase `exp(iφ)`. -/
theorem rotated_raising (φ : ℝ) {Jz Jp : Matrix n n ℂ} (h : Jz * Jp - Jp * Jz = Jp) :
    exp ((Complex.I * φ) • Jz) * Jp * exp (-((Complex.I * φ) • Jz))
      = Complex.exp (Complex.I * φ) • Jp := by
  have hJ : Jz * Jp = Jp * (Jz + 1) := by
    rw [mul_add, mul_one]
    exact sub_eq_iff_eq_add'.mp h
  have hint : ((Complex.I * φ) • Jz) * Jp = Jp * ((Complex.I * φ) • (Jz + 1)) := by
    rw [smul_mul_assoc, mul_smul_comm, hJ]
  have hcomm : Commute ((Complex.I * φ) • (Jz + 1)) (-((Complex.I * φ) • Jz)) :=
    ((((Commute.refl Jz).add_left (Commute.one_left Jz)).smul_left _).smul_right _).neg_right
  have hsum : (Complex.I * φ) • (Jz + 1) + -((Complex.I * φ) • Jz)
      = (Complex.I * φ) • (1 : Matrix n n ℂ) := by
    module
  rw [exp_intertwine hint, mul_assoc, ← Matrix.exp_add_of_commute _ _ hcomm, hsum,
    exp_scalar, mul_smul_comm, mul_one]

/-- On a vector with `Jz v = m v`, `m` complex, the twisted raising operator acts as `J₊` times the
factor `exp(it(2m + 1))`. -/
theorem twisted_raising_mulVec (t : ℝ) {Jz Jp : Matrix n n ℂ}
    (h : Jz * Jp - Jp * Jz = Jp) {m : ℂ} {v : n → ℂ} (hv : Jz *ᵥ v = m • v) :
    twisted t Jz Jp *ᵥ v = Complex.exp (Complex.I * t * (2 * m + 1)) • (Jp *ᵥ v) := by
  set A : Matrix n n ℂ := (Complex.I * t) • ((2 : ℂ) • Jz + 1) with hA
  have hAv : A *ᵥ v = (Complex.I * t * (2 * m + 1)) • v := by
    rw [hA, Matrix.smul_mulVec, Matrix.add_mulVec, Matrix.smul_mulVec,
      Matrix.one_mulVec, hv]
    module
  -- a matrix all of whose columns are v intertwines A with a scalar
  let X : Matrix n n ℂ := Matrix.of fun i _ => v i
  have hX : A * X = X * ((Complex.I * t * (2 * m + 1)) • 1) := by
    rw [mul_smul_comm, mul_one]
    ext i j
    exact congrFun hAv i
  have hE := exp_intertwine hX
  rw [exp_scalar, mul_smul_comm, mul_one] at hE
  have hEv : exp A *ᵥ v = Complex.exp (Complex.I * t * (2 * m + 1)) • v := by
    ext i
    exact congrArg (fun Z : Matrix n n ℂ => Z i i) hE
  rw [twisted_raising t h, ← Matrix.mulVec_mulVec, hEv, Matrix.mulVec_smul]

/-- The z component of a spin 1. -/
def spinOneZ : Matrix (Fin 3) (Fin 3) ℂ := !![1, 0, 0; 0, 0, 0; 0, 0, -1]

/-- The raising operator of a spin 1. -/
def spinOnePlus : Matrix (Fin 3) (Fin 3) ℂ :=
  !![0, (Real.sqrt 2 : ℂ), 0; 0, 0, (Real.sqrt 2 : ℂ); 0, 0, 0]

/-- The spin-1 matrices satisfy the ladder relations for the raising operator and for its
transpose, the lowering operator. -/
theorem spinOne_witness :
    spinOneZ * spinOnePlus - spinOnePlus * spinOneZ = spinOnePlus ∧
    spinOneZ * spinOnePlusᵀ - spinOnePlusᵀ * spinOneZ = -spinOnePlusᵀ := by
  constructor <;> ext i j <;> fin_cases i <;> fin_cases j <;>
    simp [spinOneZ, spinOnePlus, Matrix.mul_apply, Fin.sum_univ_succ] <;>
    simp [Matrix.vecMul, dotProduct, Matrix.transpose_apply, Fin.sum_univ_succ]

/-- For a spin 1, twisting multiplies the two non-zero matrix elements of the raising operator
by the opposite phases `exp(it)` and `exp(-it)`. -/
theorem twisted_spinOne (t : ℝ) :
    twisted t spinOneZ spinOnePlus =
      !![0, (Real.sqrt 2 : ℂ) * Complex.exp (Complex.I * t), 0;
         0, 0, (Real.sqrt 2 : ℂ) * Complex.exp (-(Complex.I * t));
         0, 0, 0] := by
  have e : (Complex.I * t) • ((2 : ℂ) • spinOneZ + 1)
      = diagonal ![3 * (Complex.I * t), Complex.I * t, -(Complex.I * t)] := by
    ext i j
    fin_cases i <;> fin_cases j <;> simp [spinOneZ] <;> ring
  rw [twisted_raising t spinOne_witness.1, e, exp_of_diagonal]
  ext i j
  rw [Matrix.mul_diagonal]
  fin_cases i <;> fin_cases j <;> simp [spinOnePlus]

end

end OneAxisTwisting
```

```lean
#print axioms OneAxisTwisting.twisted_of_shift
#print axioms OneAxisTwisting.rotated_raising
#print axioms OneAxisTwisting.twisted_raising_mulVec
#print axioms OneAxisTwisting.twisted_spinOne
```

```
'OneAxisTwisting.twisted_of_shift' depends on axioms: [propext, Classical.choice, Quot.sound]
'OneAxisTwisting.rotated_raising' depends on axioms: [propext, Classical.choice, Quot.sound]
'OneAxisTwisting.twisted_raising_mulVec' depends on axioms: [propext, Classical.choice, Quot.sound]
'OneAxisTwisting.twisted_spinOne' depends on axioms: [propext, Classical.choice, Quot.sound]
```

## How the theorems read

The main theorem is `twisted_raising`. Its matrices have type `Matrix n n ℂ`, where `n` is any finite index type, so the size is arbitrary. The hypothesis `Jz * Jp - Jp * Jz = Jp` is the commutator relation, and `Jp` is J₊. The definition `twisted t Jz X` is the product exp(it Jz²) X exp(−it Jz²), in which `exp` is the true matrix exponential and not a truncated series or a time-step approximation. The scalar it appears as `Complex.I * t` with `t` real, the symbol `•` multiplies a matrix by a scalar, and `1` next to a matrix is the identity.

`twisted_of_shift` is the version for general complex `q`. `rotated_raising` is the ordinary z rotation. `twisted_raising_mulVec` is the statement about a vector with Jz v = m v, where `*ᵥ` denotes a matrix acting on a vector; the vector need not be normalised. The eigenvalue m may be complex; the factor exp(it(2m + 1)) is a pure phase when m is real, as it is for an eigenvalue of a Hermitian Jz. `twisted_spinOne` gives the full 3 × 3 matrix for spin 1. Its rows and columns are numbered 0, 1, 2 and correspond to m = 1, 0, −1.

The commutator is the only algebraic assumption in the main theorem. Jz need not be Hermitian, J₊ need not be the adjoint of a lowering operator, and [J₊, J₋] = 2Jz is not used. For physical spin matrices Jz is Hermitian, and the evolution is then unitary.

## From the power series to the spin-1 matrix

`hasSum_exp` states that the exponential series of a matrix converges to its exponential. A matrix norm is chosen inside the proof to establish convergence. `exp_intertwine` is the step from A X = X B to exp(A) X = X exp(B). It first obtains the relation for every power, then multiplies one series by X on the right and the other by X on the left. The two series agree term by term, so the uniqueness of the limit gives the result.

`twisted_of_shift` follows the derivation above closely. In its proof, `hX` is the shift rule, `hsq` applies it twice, and `hint` includes the factor it. `hcomm` shows that the two exponents commute, which permits the exponentials to be combined by `Matrix.exp_add_of_commute`. `hexp` expands the square, and `hsum` cancels the quadratic terms. `twisted_raising` then sets q = 1.

`rotated_raising` repeats the argument with a linear exponent. What remains there is the exponential of a multiple of the identity, which `exp_scalar` evaluates with the help of `exp_of_diagonal`.

For the action on an eigenvector, `twisted_raising_mulVec` replaces the power-by-power argument with a short device. It forms a matrix X whose columns are all equal to v. If A v = a v, then A X = X (a·1), so `exp_intertwine` applies again and gives exp(A) X = exp(a) X. Reading off the entries yields exp(A) v = exp(a) v.

`spinOne_witness` checks the ladder relations entry by entry for the explicit spin-1 raising operator and its transpose, the lowering operator. In `twisted_spinOne`, the exponent it(2Jz + 1) is diagonal with entries 3it, it and −it. Multiplication from the right scales the columns of J₊. The first column is zero, so the phase exp(3it) does not appear in the result.

## Reach of the identity in a simulation

The theorems concern exact complex matrices. They do not bound the rounding error of a numerical matrix exponential or the error of a time-stepping scheme. For spin 1 or larger, and t not a multiple of π/2, a program that agrees with the phases in a twisting-only run has passed a test of the twisting term and of the sign of t, but not of the other terms in its Hamiltonian. For spin one half the only phase is 1, so the comparison tests neither the twisting term nor the sign.

Finite size is part of the statement. Collective spins of finitely many particles fit it, while unbounded operators on an infinite-dimensional space do not.

Spin squeezing itself, meaning that the variance of a spin component perpendicular to the mean spin falls below its value in a coherent spin state, is a property of a state as well as of the evolution. No initial state is fixed here and no variance is computed. The identity supplies the evolved operator from which such expectation values can be calculated.
